# Reconstructing a band-limited circuit landscape from 2R+1 evaluations

## Question

Let \(R\ge 0\) be an integer, \(c_k\) complex coefficients, \(t\) a real circuit angle, and

\[
f(t)=\sum_{k=-R}^{R}c_k e^{ikt},\qquad D(t)=\sum_{k=-R}^{R}e^{ikt},\qquad x_m=\frac{2\pi m}{2R+1}\quad(0\le m\le 2R).
\]

Here \(D\) is the Dirichlet kernel of degree \(R\). The claim is that the values at the nodes \(x_m\) fix the whole landscape:

\[
f(t)=\frac{1}{2R+1}\sum_{m=0}^{2R}f(x_m)\,D(t-x_m).
\]

How can this be stated and proved in Lean 4 with Mathlib? Does it give a parameter-shift rule for \(f'\), and could fewer evaluations fix the whole landscape?

## Answer

### Modelling choices

`landscape c R` is the function \(f\), from real angles to complex values. The coefficients form a function `c : ℤ → ℂ`, of which only the values on `band R`, the integers from \(-R\) to \(R\), matter. `mode k t` is \(e^{ikt}\), and `node R m` is \(x_m\); the sums over `range (2 * R + 1)` run over \(m=0,\dots,2R\). `dirichlet R` is the landscape with all coefficients equal to one. Defining it as a sum instead of a quotient of sines avoids a special case at the multiples of \(2\pi\), where the quotient would be \(0/0\).

The main statements read as follows.

- `landscape_reconstruction` is the displayed formula, for every `c`, `R` and real `t`.
- `landscape_unique` says that two landscapes of degree \(R\) that agree at all nodes are equal as functions.
- `parameter_shift_rule` says, through `HasDerivAt`, that \(f\) is differentiable at \(t\) and that its derivative is a fixed linear combination of the values \(f(t+x_m)\).
- `fewer_samples_fail` says that for any \(2R\) angles, some landscape of degree \(R\) vanishes at all of them but not everywhere.

In a variational quantum algorithm, an energy expectation value has this form as a function of one gate angle, with the other parameters held fixed, if the angle \(t\) enters only through one gate \(e^{-itG}\), with \(G\) Hermitian, and the eigenvalue differences of \(G\) are integers of size at most \(R\). The file starts from the Fourier form and does not derive it from a circuit. Samples are exact, without shot noise. Coefficients are arbitrary complex numbers, so the landscape found by `fewer_samples_fail` need not be real-valued. Its real and imaginary parts are again landscapes of degree \(R\) that vanish at the given angles, and at least one of them is not zero everywhere, so \(2R\) samples do not suffice for real landscapes either. This last step is not in the file.

### Derivation by hand

Write \(N=2R+1\).

**Orthogonality.** Let \(|j|\le 2R\) and \(q=e^{2\pi ij/N}\), so that \(e^{ijx_m}=q^m\). If \(j=0\), the sum over the nodes is \(N\). If \(j\ne0\), then \(q\neq1\), because \(q=1\) would make \(j\) a multiple of \(N\), and the only such multiple with \(|j|\le 2R\) is zero. Since \(q^N=1\),

\[
(1-q)\sum_{m=0}^{2R}q^m=1-q^N=0,
\]

and the sum vanishes.

**Coefficients.** For \(|k|\le R\),

\[
\sum_m f(x_m)e^{-ikx_m}=\sum_{l=-R}^{R}c_l\sum_m e^{i(l-k)x_m}=N c_k,
\]

because \(|l-k|\le 2R\) and only \(l=k\) survives.

**Sampled convolution.** Let \(g(t)=\sum_{k=-R}^{R}g_ke^{ikt}\). Then

\[
\sum_m f(x_m)g(t-x_m)=\sum_k g_ke^{ikt}\sum_m f(x_m)e^{-ikx_m}=N\sum_k g_kc_ke^{ikt}.
\]

**Reconstruction.** Setting \(g_k=1\) gives \(g=D\), and the right side becomes \(Nf(t)\). Division by \(N\) proves the formula. Its right side depends on \(f\) only through the node values, which gives uniqueness.

**Derivative.** Termwise differentiation gives \(f'(t)=\sum_k ik\,c_ke^{ikt}\), and \(D'\) has coefficients \(ik\). For fixed \(t\), the function \(x\mapsto f(t+x)\) is a landscape with coefficients \(c_ke^{ikt}\). The sampled convolution of this function with \(D'\), evaluated at angle zero, is

\[
\sum_m f(t+x_m)D'(-x_m)=N\sum_k ik\,c_ke^{ikt}=Nf'(t).
\]

Hence

\[
f'(t)=\frac1N\sum_{m=0}^{2R}D'(-x_m)\,f(t+x_m).
\]

**Fewer samples.** Given angles \(y_1,\dots,y_{2R}\), the conditions \(\sum_k v_ke^{iky_s}=0\) for \(s=1,\dots,2R\) are \(2R\) linear equations in \(2R+1\) unknowns, so they have a solution \(v\neq0\). The landscape with coefficients \(v_k\) vanishes at every \(y_s\). If it vanished everywhere, the coefficient formula would give \(Nv_k=0\) for all \(k\), a contradiction.

### The Lean file

```lean
import Mathlib

open Finset Complex

namespace ParameterShiftReconstruction

noncomputable section

/-- The integer frequencies from `-R` to `R`. -/
abbrev band (R : ℕ) : Finset ℤ := Finset.Icc (-(R : ℤ)) (R : ℤ)

/-- The Fourier mode `exp(i k t)` of a circuit angle `t`. -/
def mode (k : ℤ) (t : ℝ) : ℂ := Complex.exp ((k : ℂ) * (t : ℂ) * I)

/-- The landscape `f(t) = ∑ c_k exp(i k t)` with frequencies from `-R` to `R`. -/
def landscape (c : ℤ → ℂ) (R : ℕ) (t : ℝ) : ℂ := ∑ k ∈ band R, c k * mode k t

/-- The Dirichlet kernel of degree `R`, the sum of all modes from `-R` to `R`. -/
def dirichlet (R : ℕ) (t : ℝ) : ℂ := landscape (fun _ => 1) R t

/-- The equidistant angles `x_m = 2 π m / (2R+1)`. -/
def node (R m : ℕ) : ℝ := 2 * Real.pi * m / (2 * R + 1)

lemma mode_add (k : ℤ) (s t : ℝ) : mode k (s + t) = mode k s * mode k t := by
  simp only [mode]
  rw [← Complex.exp_add]
  congr 1
  push_cast
  ring

lemma mode_sub (k : ℤ) (s t : ℝ) : mode k (s - t) = mode k s * mode (-k) t := by
  simp only [mode]
  rw [← Complex.exp_add]
  congr 1
  push_cast
  ring

/-- Summed over the `2R+1` nodes, a mode of frequency at most `2R` in size gives `2R+1` if it is
constant and zero otherwise. -/
theorem node_orthogonality (R : ℕ) (j : ℤ) (hj : |j| ≤ 2 * (R : ℤ)) :
    ∑ m ∈ range (2 * R + 1), mode j (node R m) = if j = 0 then 2 * (R : ℂ) + 1 else 0 := by
  split_ifs with h
  · subst h
    simp [mode]
  · -- the samples form a geometric sequence
    have hpow : ∀ m : ℕ, mode j (node R m) = mode j (node R 1) ^ m := by
      intro m
      simp only [mode, node]
      rw [← Complex.exp_nat_mul]
      congr 1
      push_cast
      ring
    have hone : mode j (node R 1) ^ (2 * R + 1) = 1 := by
      have hx : node R (2 * R + 1) = 2 * Real.pi := by
        unfold node
        push_cast
        field_simp
      rw [← hpow, hx, mode, Complex.exp_eq_one_iff]
      refine ⟨j, ?_⟩
      push_cast
      ring
    -- its ratio differs from one, since `j` is no multiple of `2R+1`
    have hne : mode j (node R 1) ≠ 1 := by
      intro h1
      rw [mode, Complex.exp_eq_one_iff] at h1
      obtain ⟨n, hn⟩ := h1
      have hx : node R 1 * (2 * (R : ℝ) + 1) = 2 * Real.pi := by
        unfold node
        push_cast
        field_simp
      have hxc : (node R 1 : ℂ) * (2 * (R : ℂ) + 1) = 2 * (Real.pi : ℂ) := by
        exact_mod_cast hx
      have e : (j : ℂ) * (2 * Real.pi * I) = (n * (2 * (R : ℂ) + 1)) * (2 * Real.pi * I) := by
        linear_combination (2 * (R : ℂ) + 1) * hn - (j : ℂ) * I * hxc
      have hc := mul_right_cancel₀ Complex.two_pi_I_ne_zero e
      have hz : j = n * (2 * (R : ℤ) + 1) := by exact_mod_cast hc
      have hb := abs_le.mp hj
      have hR : (0 : ℤ) ≤ R := Int.natCast_nonneg R
      rcases lt_trichotomy n 0 with hn0 | hn0 | hn0
      · nlinarith [hb.1]
      · exact h (by rw [hz, hn0, zero_mul])
      · nlinarith [hb.2]
    have hg := mul_neg_geom_sum (mode j (node R 1)) (2 * R + 1)
    rw [hone, sub_self] at hg
    rw [Finset.sum_congr rfl fun m _ => hpow m]
    exact (mul_eq_zero.mp hg).resolve_left (sub_ne_zero.mpr hne.symm)

/-- The discrete Fourier sum of the `2R+1` sampled values gives `2R+1` times the coefficient
`c_k` of the landscape, for `k` between `-R` and `R`. -/
theorem coefficient_from_samples (c : ℤ → ℂ) (R : ℕ) {k : ℤ} (hk : k ∈ band R) :
    ∑ m ∈ range (2 * R + 1), landscape c R (node R m) * mode (-k) (node R m)
      = (2 * (R : ℂ) + 1) * c k := by
  have hmul : ∀ (l : ℤ) (x : ℝ), mode l x * mode (-k) x = mode (l - k) x := by
    intro l x
    simp only [mode]
    rw [← Complex.exp_add]
    congr 1
    push_cast
    ring
  simp only [landscape, Finset.sum_mul, mul_assoc, hmul]
  rw [Finset.sum_comm]
  simp only [← Finset.mul_sum]
  -- only the frequency `l = k` survives
  rw [Finset.sum_eq_single k]
  · rw [node_orthogonality R (k - k) (by simp), if_pos (sub_self k)]
    ring
  · intro l hl hlk
    have h1 := Finset.mem_Icc.mp hl
    have h2 := Finset.mem_Icc.mp hk
    rw [node_orthogonality R (l - k) (abs_le.mpr ⟨by omega, by omega⟩),
      if_neg (sub_ne_zero.mpr hlk), mul_zero]
  · intro h
    exact absurd hk h

/-- Summing the sampled landscape against a shifted kernel with frequencies from `-R` to `R`
multiplies the Fourier coefficients of the two, up to the factor `2R+1`. -/
theorem sampled_convolution (c g : ℤ → ℂ) (R : ℕ) (t : ℝ) :
    ∑ m ∈ range (2 * R + 1), landscape c R (node R m) * landscape g R (t - node R m)
      = (2 * (R : ℂ) + 1) * landscape (fun k => g k * c k) R t := by
  calc _ = ∑ m ∈ range (2 * R + 1), ∑ k ∈ band R,
        g k * mode k t * (landscape c R (node R m) * mode (-k) (node R m)) := by
        refine Finset.sum_congr rfl fun m _ => ?_
        rw [show landscape g R (t - node R m)
          = ∑ k ∈ band R, g k * mode k (t - node R m) from rfl, Finset.mul_sum]
        refine Finset.sum_congr rfl fun k _ => ?_
        rw [mode_sub]
        ring
    _ = ∑ k ∈ band R, (2 * (R : ℂ) + 1) * (g k * c k * mode k t) := by
        rw [Finset.sum_comm]
        refine Finset.sum_congr rfl fun k hk => ?_
        rw [← Finset.mul_sum, coefficient_from_samples c R hk]
        ring
    _ = _ := by rw [← Finset.mul_sum]; rfl

lemma size_ne_zero (R : ℕ) : 2 * (R : ℂ) + 1 ≠ 0 := by
  exact_mod_cast Nat.succ_ne_zero (2 * R)

/-- The landscape at every angle is the sum of its values at the `2R+1` nodes, weighted by
shifted Dirichlet kernels divided by `2R+1`. -/
theorem landscape_reconstruction (c : ℤ → ℂ) (R : ℕ) (t : ℝ) :
    landscape c R t = ∑ m ∈ range (2 * R + 1),
      landscape c R (node R m) * dirichlet R (t - node R m) / (2 * (R : ℂ) + 1) := by
  rw [← Finset.sum_div, eq_div_iff (size_ne_zero R)]
  simp only [dirichlet]
  rw [sampled_convolution]
  simp only [one_mul]
  ring

/-- Two landscapes of degree `R` that agree at the `2R+1` nodes agree at every angle. -/
theorem landscape_unique (c d : ℤ → ℂ) (R : ℕ)
    (h : ∀ m < 2 * R + 1, landscape c R (node R m) = landscape d R (node R m)) :
    landscape c R = landscape d R := by
  funext t
  rw [landscape_reconstruction c, landscape_reconstruction d]
  refine Finset.sum_congr rfl fun m hm => ?_
  rw [h m (Finset.mem_range.mp hm)]

/-- Differentiating the landscape multiplies each coefficient `c_k` by `i k`. -/
theorem hasDerivAt_landscape (c : ℤ → ℂ) (R : ℕ) (t : ℝ) :
    HasDerivAt (landscape c R) (landscape (fun k => (k : ℂ) * I * c k) R t) t := by
  have hm : ∀ k : ℤ, HasDerivAt (mode k) (mode k t * ((k : ℂ) * I)) t := by
    intro k
    have h : HasDerivAt (fun s : ℝ => (k : ℂ) * (s : ℂ) * I) ((k : ℂ) * I) t :=
      (((hasDerivAt_id' t).ofReal_comp.const_mul (k : ℂ)).mul_const I).congr_deriv (by simp)
    exact h.cexp
  have hs := HasDerivAt.fun_sum (u := band R) fun k _ => (hm k).const_mul (c k)
  refine hs.congr_deriv (Finset.sum_congr rfl fun k _ => ?_)
  ring

/-- A parameter-shift rule with the equidistant shifts `x_m`: the derivative at `t` is the sum of the `2R+1` shifted values
`f(t + x_m)` with weights `D'(-x_m)/(2R+1)`, where `D` is the Dirichlet kernel. -/
theorem parameter_shift_rule (c : ℤ → ℂ) (R : ℕ) (t : ℝ) :
    HasDerivAt (landscape c R) (∑ m ∈ range (2 * R + 1),
      landscape c R (t + node R m) * deriv (dirichlet R) (-node R m) / (2 * (R : ℂ) + 1)) t := by
  refine (hasDerivAt_landscape c R t).congr_deriv ?_
  have hD : ∀ s, deriv (dirichlet R) s = landscape (fun k => (k : ℂ) * I * 1) R s :=
    fun s => (hasDerivAt_landscape (fun _ => 1) R s).deriv
  -- a shift of the angle is absorbed into the coefficients
  have hshift : ∀ x, landscape c R (t + x) = landscape (fun k => c k * mode k t) R x := by
    intro x
    refine Finset.sum_congr rfl fun k _ => ?_
    rw [mode_add]
    ring
  have hconv := sampled_convolution (fun k => c k * mode k t) (fun k => (k : ℂ) * I * 1) R 0
  simp only [zero_sub] at hconv
  rw [← Finset.sum_div, eq_div_iff (size_ne_zero R)]
  simp only [hD, hshift]
  rw [hconv, mul_comm]
  congr 1
  refine Finset.sum_congr rfl fun k _ => ?_
  have h0 : mode k 0 = 1 := by simp [mode]
  rw [h0]
  ring

/-- For any `2R` angles there is a landscape of degree `R` that vanishes at all of them but not
at every angle. -/
theorem fewer_samples_fail (R : ℕ) (x : Fin (2 * R) → ℝ) :
    ∃ c : ℤ → ℂ, (∀ i, landscape c R (x i) = 0) ∧ ∃ t, landscape c R t ≠ 0 := by
  let M : Matrix (Fin (2 * R)) (band R) ℂ := fun i k => mode k (x i)
  -- there are more coefficients than samples
  have hker : LinearMap.ker M.mulVecLin ≠ ⊥ := by
    apply LinearMap.ker_ne_bot_of_finrank_lt
    rw [Module.finrank_fintype_fun_eq_card, Module.finrank_fintype_fun_eq_card,
      Fintype.card_fin, Fintype.card_coe, Int.card_Icc]
    omega
  obtain ⟨v, hv, hv0⟩ := Submodule.exists_mem_ne_zero_of_ne_bot hker
  let c : ℤ → ℂ := fun k => if h : k ∈ band R then v ⟨k, h⟩ else 0
  have hc : ∀ k : band R, c k = v k := fun k => dif_pos k.2
  refine ⟨c, fun i => ?_, ?_⟩
  · have h : ∑ k : band R, mode k (x i) * v k = 0 := congrFun (LinearMap.mem_ker.mp hv) i
    unfold landscape
    rw [← Finset.sum_coe_sort]
    refine (Finset.sum_congr rfl fun k _ => ?_).trans h
    rw [hc, mul_comm]
  · by_contra hall
    push Not at hall
    -- a landscape that vanishes everywhere has vanishing coefficients
    apply hv0
    funext k
    have h := coefficient_from_samples c R k.2
    simp only [hall, zero_mul, Finset.sum_const_zero] at h
    rw [← hc k]
    exact (mul_eq_zero.mp h.symm).resolve_left (size_ne_zero R)

end

end ParameterShiftReconstruction
```

```lean
#print axioms ParameterShiftReconstruction.landscape_reconstruction
-- 'ParameterShiftReconstruction.landscape_reconstruction' depends on axioms: [propext, Classical.choice, Quot.sound]
#print axioms ParameterShiftReconstruction.landscape_unique
-- 'ParameterShiftReconstruction.landscape_unique' depends on axioms: [propext, Classical.choice, Quot.sound]
#print axioms ParameterShiftReconstruction.parameter_shift_rule
-- 'ParameterShiftReconstruction.parameter_shift_rule' depends on axioms: [propext, Classical.choice, Quot.sound]
#print axioms ParameterShiftReconstruction.fewer_samples_fail
-- 'ParameterShiftReconstruction.fewer_samples_fail' depends on axioms: [propext, Classical.choice, Quot.sound]
```

### Remarks

**How the proof follows the derivation.** In `node_orthogonality`, `hpow` identifies the geometric sequence, `hone` is \(q^N=1\), and `hne` is \(q\ne1\). For the last, `Complex.exp_eq_one_iff` supplies an integer \(n\) with \(j=nN\), and the bound on \(j\) excludes positive and negative \(n\). `mul_neg_geom_sum` then provides the product identity.

`coefficient_from_samples` exchanges the two sums and keeps the term \(l=k\) by `Finset.sum_eq_single`. `sampled_convolution` uses `mode_sub` to split \(e^{ik(t-x_m)}\) and then applies the coefficient formula. The reconstruction is this lemma with all kernel coefficients equal to one, divided by \(N\), which `size_ne_zero` shows to be nonzero.

`hasDerivAt_landscape` is the termwise differentiation. In `parameter_shift_rule`, `hD` gives the coefficients of \(D'\), `hshift` moves the angle \(t\) into the coefficients by `mode_add`, so that only \(x_m\) remains as the argument, and `hconv` is the convolution at zero. In `fewer_samples_fail`, the matrix `M` holds the modes at the given angles, and `LinearMap.ker_ne_bot_of_finrank_lt` gives the nonzero vector in its kernel.

**Smallest cases.** For \(R=0\) the landscape is constant, the single node is \(0\), and \(D=1\). For \(R=1\), \(D(t)=1+2\cos t\), so \(D'(-x)=2\sin x\), and the rule becomes

\[
f'(t)=\frac{f(t+2\pi/3)-f(t+4\pi/3)}{\sqrt3}.
\]

The term \(m=0\) has weight zero, as it does for every \(R\), because \(D'(0)=\sum_{k=-R}^{R}ik=0\). The derivative rule therefore uses at most \(2R\) values, and `fewer_samples_fail` concerns fixing the whole landscape, not the derivative. For \(R=1\) the rule thus has two points, with shifts \(\pm2\pi/3\) up to a full period; the familiar rule with shifts \(\pm\pi/2\) uses other angles and is not the one stated in the file.

**A reusable technique.** `HasDerivAt.congr_deriv` separates calculus from algebra. One first proves `HasDerivAt` with whatever derivative expression the library lemmas produce, and then shows that this expression equals the desired one. Here the second task is an identity between finite sums, to which the convolution lemma applies directly.
